# A ghost state can stay hidden until the basis reaches its projector

I describe a growing basis by one fixed list of orthonormal eigenstates of a reference Hamiltonian, numbered from 0, and a calculation of size $n$ keeps the first $n$ of them. The reference levels are $e_0\le e_1\le\dots$, and a separable pseudopotential adds the attraction $-g\,|x\rangle\langle x|$ with $g>0$. Suppose that the projector $x$ has no component on the first $m\ge 1$ states. Then the lowest energy should sit exactly at $e_0$ for every size up to $m$, and at size $m+1$ it should become $\min(e_0,\;e_m-g|x_m|^2)$. If the second entry is the smaller one, the steady value was false convergence, and if $e_0$ is the correct physical ground level, a ghost state had been missed. Can this be made rigorous and checked by machine, including the claim that the low level doesn't go away again in larger bases?

## The matrix is diagonal up to size $m+1$

Yes. In the first $n$ states the Hamiltonian has the entries

$$H_{ij}=e_i\,\delta_{ij}-g\,x_i x_j^*,\qquad 0\le i,j<n.$$

Let $n\le m+1$, so that all indices are at most $m$. Two different indices can't both equal $m$, so one of them is below $m$ and its component of $x$ vanishes. Every off-diagonal entry is therefore zero, and the energies are the diagonal entries

$$H_{ii}=e_i-g|x_i|^2.$$

For $i<m$ this is just $e_i$. When $1\le n\le m$, the energies are $e_0,\dots,e_{n-1}$, and the lowest is $e_0$. At $n=m+1$ there is one more, $e_m-g|x_m|^2$, so the lowest is the minimum of that number and $e_0$. It lies below $e_0$ exactly when

$$e_m-e_0<g|x_m|^2,$$

that is, when the attraction felt by state $m$ exceeds its gap to the lowest level.

For $n>m+1$ the matrix need not be diagonal, but it is still Hermitian. Put $c=H_{mm}=e_m-g|x_m|^2$. If every eigenvalue were greater than $c$, then $H-c\,\mathbb 1$ would be positive definite and all its diagonal entries would be positive. Its entry at $(m,m)$ is zero, so some eigenvalue is at most $c$. The low level persists in every larger basis, and it may move further down.

The smallest case is $m=1$ with two states. Take $e_0=0$, $e_1=1$, $g=2$ and $x=(0,1)$. One basis state gives the energy $0$; two give $0$ and $1-2=-1$. Here the plateau is a single value, and it takes $m\ge2$ to see two successive sizes agree before the drop.

## What the theorems say about the physics

The levels `e : ℕ → ℝ` and the projector components `x : ℕ → ℂ` are infinite sequences, and `hamiltonian e g x n` is the $n\times n$ complex matrix above. Only the first $n$ terms enter. `hamiltonian_truncate` confirms that a smaller Hamiltonian is the leading block of a larger one.

`energies A` is the set of real numbers $E$ for which $Av=Ev$ has a nonzero solution. It records no degeneracies. `IsLeast` says that a number belongs to this set and that no member is smaller.

The hypothesis `hx` makes the first $m$ components of $x$ exactly zero. It stands for basis states that have no overlap with the projector, for instance by symmetry; a small but nonzero overlap is not treated. The hypothesis `he` asks only that $e_0\le e_i$ for $i<m$, which is weaker than ordered levels. No sign of $g$ is assumed, but with ordered levels the condition `hghost` forces $g>0$ and $x_m\ne0$.

`lowest_energy` gives the two formulas, `ghost_iff` the criterion at size $m+1$, and `false_convergence` the whole sequence of plateau, drop and persistence. A "ghost" here is a level below $e_0$. Calling it spurious presupposes that $e_0$ is the correct physical ground level, which is an input to the model.

For simulation practice, this one-particle model with a single projector and a finite orthonormal basis shows that a lowest energy which stays the same over several successive basis sizes doesn't rule out a ghost state in a larger basis. The theorems give no exact lowest energy beyond size $m+1$ and do not treat the limit of an infinite basis.

In Lean 4 with Mathlib:

```lean
import Mathlib

open Matrix
open scoped ComplexOrder

namespace GhostStateTruncation

noncomputable section

/-- The Hamiltonian with reference levels `e` and separable potential `-g |x⟩⟨x|`,
restricted to the first `n` basis states. -/
def hamiltonian (e : ℕ → ℝ) (g : ℝ) (x : ℕ → ℂ) (n : ℕ) : Matrix (Fin n) (Fin n) ℂ :=
  Matrix.of fun i j => (if i = j then (e i : ℂ) else 0) - (g : ℂ) * (x i * star (x j))

/-- The energies of a matrix: the real numbers that have a nonzero eigenvector. -/
def energies {n : ℕ} (A : Matrix (Fin n) (Fin n) ℂ) : Set ℝ :=
  {E | ∃ v : Fin n → ℂ, v ≠ 0 ∧ A *ᵥ v = (E : ℂ) • v}

/-- The Hamiltonian in a smaller basis is the leading block of the one in a larger basis. -/
theorem hamiltonian_truncate (e : ℕ → ℝ) (g : ℝ) (x : ℕ → ℂ) {n k : ℕ} (h : n ≤ k) :
    (hamiltonian e g x k).submatrix (Fin.castLE h) (Fin.castLE h) = hamiltonian e g x n := by
  ext i j
  simp [hamiltonian, Fin.ext_iff]

/-- The expectation value of the Hamiltonian in basis state `i` is `e i - g |x i|²`. -/
theorem hamiltonian_diag (e : ℕ → ℝ) (g : ℝ) (x : ℕ → ℂ) {n : ℕ} (i : Fin n) :
    hamiltonian e g x n i i = ((e i - g * ‖x i‖ ^ 2 : ℝ) : ℂ) := by
  have hz : x i * star (x i) = ((‖x i‖ ^ 2 : ℝ) : ℂ) := by
    rw [← Complex.normSq_eq_norm_sq]
    exact Complex.mul_conj _
  simp only [hamiltonian, Matrix.of_apply, ↓reduceIte]
  rw [hz]
  push_cast
  ring

/-- If the projector vanishes on the first `m` basis states, the Hamiltonian is diagonal in
every basis of at most `m + 1` states. -/
theorem hamiltonian_eq_diagonal (e : ℕ → ℝ) (g : ℝ) (x : ℕ → ℂ) {m n : ℕ}
    (hx : ∀ i < m, x i = 0) (hn : n ≤ m + 1) :
    hamiltonian e g x n =
      diagonal (fun i : Fin n => ((e i - g * ‖x i‖ ^ 2 : ℝ) : ℂ)) := by
  ext i j
  by_cases h : i = j
  · subst h
    rw [hamiltonian_diag, diagonal_apply_eq]
  · -- two different indices cannot both equal `m`
    have hne : (i : ℕ) ≠ j := fun h' => h (Fin.ext h')
    have hi := i.isLt
    have hj := j.isLt
    have hlt : (i : ℕ) < m ∨ (j : ℕ) < m := by omega
    rw [diagonal_apply_ne _ h]
    rcases hlt with h' | h'
    · simp [hamiltonian, h, hx _ h']
    · simp [hamiltonian, h, hx _ h']

/-- The energies of a real diagonal matrix are its diagonal entries. -/
theorem energies_diagonal {n : ℕ} (d : Fin n → ℝ) :
    energies (diagonal (fun i => (d i : ℂ))) = Set.range d := by
  ext E
  constructor
  · rintro ⟨v, hv, h⟩
    obtain ⟨i, hi⟩ := Function.ne_iff.mp hv
    have h1 := congrFun h i
    rw [mulVec_diagonal] at h1
    simp only [Pi.smul_apply, smul_eq_mul] at h1
    exact ⟨i, Complex.ofReal_injective (mul_right_cancel₀ hi h1)⟩
  · rintro ⟨i, rfl⟩
    refine ⟨Pi.single i 1, fun h => by simpa using congrFun h i, ?_⟩
    ext j
    rw [mulVec_diagonal]
    by_cases h : j = i
    · subst h
      simp
    · simp [h]

/-- Variational bound: a Hermitian matrix has an energy no higher than its expectation value
in any chosen basis state. -/
theorem exists_energy_le_diag {n : ℕ} {A : Matrix (Fin n) (Fin n) ℂ} (hA : A.IsHermitian)
    (i : Fin n) : ∃ E ∈ energies A, E ≤ (A i i).re := by
  obtain ⟨c, hc⟩ : ∃ c : ℝ, c = (A i i).re := ⟨_, rfl⟩
  rw [← hc]
  by_contra! hlow
  have hB : (A - (c : ℂ) • (1 : Matrix (Fin n) (Fin n) ℂ)).IsHermitian := by
    unfold Matrix.IsHermitian
    rw [conjTranspose_sub, conjTranspose_smul, conjTranspose_one, hA.eq]
    simp
  -- if all energies exceeded `c`, the shifted matrix would be positive definite
  have hpos := hB.posDef_iff_eigenvalues_pos.mpr (fun k => by
    have h := hB.mulVec_eigenvectorBasis k
    rw [sub_mulVec, smul_mulVec, one_mulVec] at h
    have hmem : c + hB.eigenvalues k ∈ energies A := by
      refine ⟨(hB.eigenvectorBasis k).ofLp, fun h0 => ?_, ?_⟩
      · exact hB.eigenvectorBasis.orthonormal.ne_zero k (by ext j; exact congrFun h0 j)
      · ext j
        have hj := congrFun h j
        simp only [Pi.sub_apply, Pi.smul_apply, smul_eq_mul, Complex.real_smul] at hj
        simp only [Pi.smul_apply, smul_eq_mul, Complex.ofReal_add]
        linear_combination hj
    linarith [hlow _ hmem])
  -- but its diagonal entry `i` has vanishing real part
  have h0 : 0 < (A - (c : ℂ) • (1 : Matrix (Fin n) (Fin n) ℂ)) i i := hpos.diag_pos
  have h1 := (Complex.pos_iff.mp h0).1
  simp [hc] at h1

/-- In every basis that contains state `m` there is an energy no higher than
`e m - g |x m|²`. -/
theorem exists_energy_le (e : ℕ → ℝ) (g : ℝ) (x : ℕ → ℂ) {m n : ℕ} (hn : m < n) :
    ∃ E ∈ energies (hamiltonian e g x n), E ≤ e m - g * ‖x m‖ ^ 2 := by
  have hH : (hamiltonian e g x n).IsHermitian := by
    refine Matrix.IsHermitian.ext fun i j => ?_
    by_cases h : i = j
    · subst h
      simp [hamiltonian, mul_comm]
    · simp [hamiltonian, h, Ne.symm h, mul_comm]
  obtain ⟨E, hE, hle⟩ := exists_energy_le_diag hH ⟨m, hn⟩
  rw [hamiltonian_diag, Complex.ofReal_re] at hle
  exact ⟨E, hE, hle⟩

/-- If the projector vanishes on the first `m ≥ 1` basis states and `e 0` is the lowest of their
levels, then the lowest energy is `e 0` for `1 ≤ n ≤ m` basis states, and `min (e 0) (e m - g |x
m|²)` for `m + 1` basis states. -/
theorem lowest_energy (e : ℕ → ℝ) (g : ℝ) (x : ℕ → ℂ) {m : ℕ} (hm : 1 ≤ m)
    (he : ∀ i < m, e 0 ≤ e i) (hx : ∀ i < m, x i = 0) :
    (∀ n, 1 ≤ n → n ≤ m → IsLeast (energies (hamiltonian e g x n)) (e 0)) ∧
      IsLeast (energies (hamiltonian e g x (m + 1)))
        (min (e 0) (e m - g * ‖x m‖ ^ 2)) := by
  constructor
  · intro n h1 hn
    rw [hamiltonian_eq_diagonal e g x hx (by omega), energies_diagonal]
    refine ⟨⟨⟨0, by omega⟩, by simp [hx 0 hm]⟩, ?_⟩
    rintro _ ⟨i, rfl⟩
    have hi : (i : ℕ) < m := lt_of_lt_of_le i.isLt hn
    simpa [hx i hi] using he i hi
  · rw [hamiltonian_eq_diagonal e g x hx le_rfl, energies_diagonal]
    constructor
    · rcases le_total (e 0) (e m - g * ‖x m‖ ^ 2) with h | h
      · rw [min_eq_left h]
        exact ⟨⟨0, by omega⟩, by simp [hx 0 hm]⟩
      · rw [min_eq_right h]
        exact ⟨⟨m, by omega⟩, rfl⟩
    · rintro _ ⟨i, rfl⟩
      have hi := i.isLt
      rcases (show (i : ℕ) < m ∨ (i : ℕ) = m by omega) with h | h
      · exact (min_le_left _ _).trans (by simpa [hx i h] using he i h)
      · exact (min_le_right _ _).trans (by simp [h])

/-- If the projector vanishes on the first `m ≥ 1` basis states and `e 0` is the lowest of their
levels, then with `m + 1` basis states there is an energy below `e 0` exactly when the attraction `g
|x m|²` exceeds the gap `e m - e 0`. -/
theorem ghost_iff (e : ℕ → ℝ) (g : ℝ) (x : ℕ → ℂ) {m : ℕ} (hm : 1 ≤ m)
    (he : ∀ i < m, e 0 ≤ e i) (hx : ∀ i < m, x i = 0) :
    (∃ E ∈ energies (hamiltonian e g x (m + 1)), E < e 0) ↔
      e m - e 0 < g * ‖x m‖ ^ 2 := by
  have hL := (lowest_energy e g x hm he hx).2
  constructor
  · rintro ⟨E, hE, hlt⟩
    rcases min_lt_iff.mp (lt_of_le_of_lt (hL.2 hE) hlt) with h | h
    · exact absurd h (lt_irrefl _)
    · linarith
  · intro h
    exact ⟨_, hL.1, min_lt_iff.mpr (Or.inr (by linarith))⟩

/-- False convergence: suppose that the projector vanishes on the first `m ≥ 1` basis states, that
`e 0` is the lowest of their levels, and that `g |x m|²` exceeds `e m - e 0`. Then the lowest energy
stays at `e 0` from 1 up to `m` basis states, drops to `e m - g |x m|²` at `m + 1`, and every larger
basis has an energy at or below that value, which lies below `e 0`. -/
theorem false_convergence (e : ℕ → ℝ) (g : ℝ) (x : ℕ → ℂ) {m : ℕ} (hm : 1 ≤ m)
    (he : ∀ i < m, e 0 ≤ e i) (hx : ∀ i < m, x i = 0)
    (hghost : e m - e 0 < g * ‖x m‖ ^ 2) :
    (∀ n, 1 ≤ n → n ≤ m → IsLeast (energies (hamiltonian e g x n)) (e 0)) ∧
      IsLeast (energies (hamiltonian e g x (m + 1))) (e m - g * ‖x m‖ ^ 2) ∧
      (∀ n, m < n → ∃ E ∈ energies (hamiltonian e g x n), E ≤ e m - g * ‖x m‖ ^ 2) ∧
      e m - g * ‖x m‖ ^ 2 < e 0 := by
  have hlt : e m - g * ‖x m‖ ^ 2 < e 0 := by linarith
  obtain ⟨h1, h2⟩ := lowest_energy e g x hm he hx
  rw [min_eq_right hlt.le] at h2
  exact ⟨h1, h2, fun n hn => exists_energy_le e g x hn, hlt⟩

end

end GhostStateTruncation
```

```lean
#print axioms GhostStateTruncation.hamiltonian_truncate
#print axioms GhostStateTruncation.ghost_iff
#print axioms GhostStateTruncation.false_convergence
```

```
'GhostStateTruncation.hamiltonian_truncate' depends on axioms: [propext, Classical.choice, Quot.sound]
'GhostStateTruncation.ghost_iff' depends on axioms: [propext, Classical.choice, Quot.sound]
'GhostStateTruncation.false_convergence' depends on axioms: [propext, Classical.choice, Quot.sound]
```

## How the proof follows the calculation

`hamiltonian_diag` computes $H_{ii}$, using $x_ix_i^*=|x_i|^2$. `hamiltonian_eq_diagonal` compares the matrices entry by entry. For different indices, `omega` finds that one of them is below $m$, and `hx` then removes the entry.

`energies_diagonal` shows that a real diagonal matrix has exactly its diagonal entries as energies. A nonzero eigenvector has some component $v_i\neq0$, and cancelling it from $d_iv_i=Ev_i$ gives $E=d_i$. Conversely, the basis vector `Pi.single i 1` is an eigenvector for $d_i$.

`exists_energy_le_diag` is the persistence argument for a general Hermitian matrix. It assumes that all energies exceed $c$ and shifts the matrix by $c$. Each eigenvalue of the shifted matrix, plus $c$, is an energy of the original one, so the shifted eigenvalues are positive. Positive definiteness follows, and `hpos.diag_pos` contradicts the vanishing diagonal entry. `exists_energy_le` checks that the Hamiltonian is Hermitian and applies this bound at index $m$.

In `lowest_energy`, both parts first rewrite the Hamiltonian as a diagonal matrix. The second part then splits on which entry of the minimum is smaller to show that it is attained, and on $i<m$ or $i=m$ to show that no energy lies lower. `ghost_iff` reads the criterion off this minimum. `false_convergence` uses `hghost` to replace the minimum by $e_m-g|x_m|^2$ and adds the bound for larger bases.
